# For a, b > 0, the Wronskian of cosh(ax) and sinh(bx) has no real zero exactly when a ≤ b

## Seeds, Wronskian and units

Take the one-dimensional Hamiltonian \(-d^2/dx^2+V(x)\), in units where \(\hbar^2/2m=1\). For \(V=0\) and real parameters \(a,b>0\), the functions

\[
f(x)=\cosh(ax),\qquad g(x)=\sinh(bx)
\]

solve the Schrödinger equation at energies \(-a^2\) and \(-b^2\). They grow at infinity, so they are not bound states; they serve as seeds for a two-step Darboux transformation. Their Wronskian is \(W=fg'-f'g\), and the transformed potential is

\[
V(x)=-2\,\frac{d^2}{dx^2}\log|W(x)| .
\]

Exchanging the two functions in the Wronskian only changes the sign of \(W\) and leaves \(V\) alone. The order that matters is which parameter goes with the even seed and which with the odd one.

## The regularity condition and the closed forms

The Wronskian is

\[
W(x)=b\cosh(ax)\cosh(bx)-a\sinh(ax)\sinh(bx),
\]

and it has no real zero if and only if \(a\le b\). Wherever \(W(x)\ne0\),

\[
V(x)=\frac{2(a^2-b^2)\left[b^2\cosh^2(ax)+a^2\sinh^2(bx)\right]}{W(x)^2}.
\]

If \(a\le b\), this potential is continuous on the whole line. If \(b<a\), then \(W\) vanishes at exactly two points \(\pm x_0\), and \(V\to+\infty\) at each of them.

## Checking the parameters of a generated potential

A code that builds two-soliton wells as reference problems for a one-particle, one-dimensional Schrödinger solver can test \(a\le b\) before it samples anything. For \(a<b\) the well has bound levels at \(-a^2\) and \(-b^2\), by the usual Darboux theory. At \(a=b\) the Wronskian is the constant \(a\) and the potential is zero, so a code that wants two levels should require strict inequality.

The parameter test needs no sampling. When \(b<a\), a grid that misses \(\pm x_0\) can return finite numbers and raise no error, although the closed form shows that the exact values are all positive, whereas a regular potential of this family is never positive. A search for sign changes of \(W\) in a finite box finds nothing if both zeros \(\pm x_0\) lie outside the box; for a fixed box and a fixed \(a\), this happens once \(b<a\) is close enough to \(a\).

## Derivatives of the Wronskian

Since \(f''=a^2f\) and \(g''=b^2g\),

\[
W'=fg''-f''g=(b^2-a^2)\cosh(ax)\sinh(bx).
\]

Write \(C=\cosh(ax)\), \(S=\sinh(ax)\), \(c=\cosh(bx)\), \(s=\sinh(bx)\). Then \(W=bCc-aSs\), \(W'=(b^2-a^2)Cs\) and \(W''=(b^2-a^2)(bCc+aSs)\). Therefore

\[
\begin{aligned}
\frac{W''W-W'^2}{b^2-a^2}
&=b^2C^2c^2-a^2S^2s^2-(b^2-a^2)C^2s^2\\
&=b^2C^2(c^2-s^2)+a^2s^2(C^2-S^2)\\
&=b^2C^2+a^2s^2 .
\end{aligned}
\]

The division by \(b^2-a^2\) assumes \(a\ne b\); for \(a=b\) both \(W'\) and \(W''\) vanish and the closed form gives zero as well. Because \(V=-2(W''W-W'^2)/W^2\), the stated formula follows.

## Positivity for a ≤ b

The subtraction formula for \(\cosh\) gives

\[
W(x)=(b-a)\cosh(ax)\cosh(bx)+a\cosh\big((a-b)x\big).
\]

The first term is nonnegative when \(a\le b\), and the second is positive. So \(W>0\) everywhere, and \(V\) is a quotient of continuous functions with a nonvanishing denominator.

## Two zeros and a divergence for b < a

At the origin \(W(0)=b>0\). To find a point where \(W\) is negative, put

\[
t=\frac{a+b}{a-b},\qquad y=\frac{t}{b},\qquad A=ay .
\]

Then \(by=t\) and \(A-t=(a-b)y>0\). The product formulas for hyperbolic functions give

\[
2W(y)=(a+b)\cosh(A-t)-(a-b)\cosh(A+t).
\]

Expanding \(\cosh(A+t)=\cosh((A-t)+2t)\) and dropping the nonnegative product of hyperbolic sines,

\[
\cosh(A+t)\ge\cosh(A-t)\cosh(2t)>t\cosh(A-t).
\]

The last step uses \(\cosh(2t)>e^{2t}/2\ge(1+2t)/2>t\). Multiplying by \(a-b\) and using \((a-b)t=a+b\) shows that \(W(y)<0\).

By continuity there is a zero \(x_0\) between \(0\) and \(y\). For \(x>0\) the formula for \(W'\) is negative, so \(W\) decreases strictly and \(x_0\) is the only positive zero. Since \(W\) is even and \(W(0)\ne0\), the full set of zeros is \(\{x_0,-x_0\}\).

At either zero \(W'\ne0\), so \(W\) is nonzero at all nearby points other than the zero itself. There \(W^2\) tends to zero through positive values, while the numerator of \(V\) tends to a positive number. Hence \(V\to+\infty\).

## The pairs (1, 2) and (2, 1)

For \(a=1\), \(b=2\), the double-angle formulas reduce the Wronskian to \(W=2\cosh^3x\), so

\[
V(x)=-6\,\operatorname{sech}^2x,\qquad V(0)=-6 .
\]

For \(a=2\), \(b=1\), they give

\[
W=\cosh x\,(3-2\cosh^2x).
\]

This vanishes when \(\cosh^2x=3/2\), which means \(x_0=\ln\big((1+\sqrt3)/\sqrt2\big)\approx0.658\). At the origin \(V(0)=+6\). The value is finite, but its sign already distinguishes this case from the regular one: the closed form gives \(V(0)=2(a^2-b^2)\), which is positive exactly when \(b<a\).

## The Lean file

```lean
import Mathlib

open Filter Topology Set

namespace TwoSolitonSeeds

noncomputable section

/-- The Wronskian `f g' - f' g` of two real wave functions. -/
def wronskian (f g : ℝ → ℝ) (x : ℝ) : ℝ := f x * deriv g x - deriv f x * g x

/-- The even seed `cosh (a x)`. -/
def evenSeed (a x : ℝ) : ℝ := Real.cosh (a * x)

/-- The odd seed `sinh (b x)`. -/
def oddSeed (b x : ℝ) : ℝ := Real.sinh (b * x)

/-- The Wronskian of the even seed with parameter `a` and the odd seed with parameter `b`. -/
def seedWronskian (a b : ℝ) : ℝ → ℝ := wronskian (evenSeed a) (oddSeed b)

/-- The potential `-2 (log W)''` produced from zero potential by the two-step Darboux
transformation with Wronskian `W`. -/
def darbouxPotential (a b x : ℝ) : ℝ :=
  -2 * deriv (deriv fun y => Real.log (seedWronskian a b y)) x

/-- The slope of the even seed is `a sinh (a x)`. -/
theorem hasDerivAt_evenSeed (a x : ℝ) :
    HasDerivAt (evenSeed a) (a * Real.sinh (a * x)) x := by
  have h : HasDerivAt (fun y : ℝ => a * y) a x :=
    ((hasDerivAt_id' x).const_mul a).congr_deriv (mul_one a)
  exact h.cosh.congr_deriv (mul_comm _ _)

/-- The slope of the odd seed is `b cosh (b x)`. -/
theorem hasDerivAt_oddSeed (b x : ℝ) :
    HasDerivAt (oddSeed b) (b * Real.cosh (b * x)) x := by
  have h : HasDerivAt (fun y : ℝ => b * y) b x :=
    ((hasDerivAt_id' x).const_mul b).congr_deriv (mul_one b)
  exact h.sinh.congr_deriv (mul_comm _ _)

/-- The Wronskian of the two seeds in closed form. -/
theorem seedWronskian_eq (a b x : ℝ) :
    seedWronskian a b x = b * (Real.cosh (a * x) * Real.cosh (b * x))
      - a * (Real.sinh (a * x) * Real.sinh (b * x)) := by
  unfold seedWronskian wronskian
  rw [(hasDerivAt_evenSeed a x).deriv, (hasDerivAt_oddSeed b x).deriv]
  unfold evenSeed oddSeed
  ring

/-- The slope of the Wronskian is the difference `b² - a²` times the product of the seeds. -/
theorem hasDerivAt_seedWronskian (a b x : ℝ) :
    HasDerivAt (seedWronskian a b)
      ((b ^ 2 - a ^ 2) * (Real.cosh (a * x) * Real.sinh (b * x))) x := by
  have ha : HasDerivAt (fun y : ℝ => a * y) a x :=
    ((hasDerivAt_id' x).const_mul a).congr_deriv (mul_one a)
  have hb : HasDerivAt (fun y : ℝ => b * y) b x :=
    ((hasDerivAt_id' x).const_mul b).congr_deriv (mul_one b)
  rw [funext (seedWronskian_eq a b)]
  exact (((ha.cosh.fun_mul hb.cosh).const_mul b).fun_sub
    ((ha.sinh.fun_mul hb.sinh).const_mul a)).congr_deriv (by ring)

/-- Closed form of the Darboux potential at every point where the Wronskian does not vanish. -/
theorem darbouxPotential_eq (a b x : ℝ) (hW : seedWronskian a b x ≠ 0) :
    darbouxPotential a b x = 2 * (a ^ 2 - b ^ 2) *
      (b ^ 2 * Real.cosh (a * x) ^ 2 + a ^ 2 * Real.sinh (b * x) ^ 2)
        / seedWronskian a b x ^ 2 := by
  have hd := hasDerivAt_seedWronskian a b x
  -- near `x` the logarithmic derivative is `W' / W`
  have hev : deriv (fun y => Real.log (seedWronskian a b y)) =ᶠ[𝓝 x] fun y =>
      (b ^ 2 - a ^ 2) * (Real.cosh (a * y) * Real.sinh (b * y)) / seedWronskian a b y := by
    filter_upwards [hd.continuousAt.eventually_ne hW] with y hy
    exact ((hasDerivAt_seedWronskian a b y).log hy).deriv
  have hN : HasDerivAt
      (fun y => (b ^ 2 - a ^ 2) * (Real.cosh (a * y) * Real.sinh (b * y)))
      ((b ^ 2 - a ^ 2) * (a * Real.sinh (a * x) * Real.sinh (b * x)
        + Real.cosh (a * x) * (b * Real.cosh (b * x)))) x :=
    ((hasDerivAt_evenSeed a x).fun_mul (hasDerivAt_oddSeed b x)).const_mul _
  have hQ : HasDerivAt (fun y =>
      (b ^ 2 - a ^ 2) * (Real.cosh (a * y) * Real.sinh (b * y)) / seedWronskian a b y)
      ((b ^ 2 - a ^ 2) * (b ^ 2 * Real.cosh (a * x) ^ 2 + a ^ 2 * Real.sinh (b * x) ^ 2)
        / seedWronskian a b x ^ 2) x := by
    refine (hN.fun_div hd hW).congr_deriv ?_
    congr 1
    rw [seedWronskian_eq]
    linear_combination (b ^ 2 - a ^ 2) *
      (b ^ 2 * Real.cosh (a * x) ^ 2 * Real.cosh_sq (b * x)
        + a ^ 2 * Real.sinh (b * x) ^ 2 * Real.cosh_sq (a * x))
  unfold darbouxPotential
  rw [hev.deriv_eq, hQ.deriv]
  ring

/-- For `0 < a ≤ b` the Wronskian of the seeds is strictly positive on the whole line. -/
theorem seedWronskian_pos {a b : ℝ} (ha : 0 < a) (hab : a ≤ b) (x : ℝ) :
    0 < seedWronskian a b x := by
  have h1 := Real.cosh_pos (a * x - b * x)
  rw [Real.cosh_sub] at h1
  have h2 : 0 ≤ (b - a) * (Real.cosh (a * x) * Real.cosh (b * x)) :=
    mul_nonneg (sub_nonneg.2 hab) (mul_pos (Real.cosh_pos _) (Real.cosh_pos _)).le
  rw [seedWronskian_eq]
  nlinarith [mul_pos ha h1]

/-- For `0 < b < a` the Wronskian vanishes at exactly two points, placed symmetrically
about the origin. -/
theorem seedWronskian_two_zeros {a b : ℝ} (hb : 0 < b) (hab : b < a) :
    ∃ x₀ > 0, ∀ x, seedWronskian a b x = 0 ↔ x = x₀ ∨ x = -x₀ := by
  have hd : 0 < a - b := sub_pos.2 hab
  have hcont : Continuous (seedWronskian a b) :=
    continuous_iff_continuousAt.2 fun y => (hasDerivAt_seedWronskian a b y).continuousAt
  have h0 : seedWronskian a b 0 = b := by simp [seedWronskian_eq]
  -- an explicit point where the Wronskian is negative
  obtain ⟨y, hy, hneg⟩ : ∃ y > 0, seedWronskian a b y < 0 := by
    obtain ⟨t, ht⟩ : ∃ t : ℝ, t = (a + b) / (a - b) := ⟨_, rfl⟩
    have htpos : 0 < t := by rw [ht]; exact div_pos (by linarith) hd
    have hte : t * (a - b) = a + b := by rw [ht]; exact div_mul_cancel₀ _ hd.ne'
    have hy : 0 < t / b := div_pos htpos hb
    refine ⟨t / b, hy, ?_⟩
    have hB : b * (t / b) = t := mul_div_cancel₀ t hb.ne'
    rw [seedWronskian_eq, hB]
    obtain ⟨A, hA⟩ : ∃ A : ℝ, A = a * (t / b) := ⟨_, rfl⟩
    rw [← hA]
    have hp : 0 ≤ A - t := by nlinarith [mul_pos hd hy]
    have hq : t < Real.cosh (2 * t) := by
      rw [Real.cosh_eq]
      linarith [Real.add_one_le_exp (2 * t), Real.exp_pos (-(2 * t))]
    have e1 : Real.cosh (A + t) = Real.cosh (A - t) * Real.cosh (2 * t)
        + Real.sinh (A - t) * Real.sinh (2 * t) := by
      rw [← Real.cosh_add]
      congr 1
      ring
    have hs := mul_nonneg (Real.sinh_nonneg_iff.2 hp)
      (Real.sinh_nonneg_iff.2 (by linarith : 0 ≤ 2 * t))
    have h5 : Real.cosh (A - t) * t < Real.cosh (A + t) := by
      nlinarith [mul_pos (Real.cosh_pos (A - t)) (sub_pos.2 hq)]
    have h6 := mul_pos hd (sub_pos.2 h5)
    have h7 : (a - b) * (Real.cosh (A - t) * t) = (a + b) * Real.cosh (A - t) := by
      linear_combination Real.cosh (A - t) * hte
    have h8 : 2 * (b * (Real.cosh A * Real.cosh t) - a * (Real.sinh A * Real.sinh t))
        = (b - a) * Real.cosh (A + t) + (a + b) * Real.cosh (A - t) := by
      rw [Real.cosh_add, Real.cosh_sub]
      ring
    linarith
  obtain ⟨x₀, hx, hz⟩ := intermediate_value_Icc' hy.le hcont.continuousOn
    (show (0 : ℝ) ∈ Icc (seedWronskian a b y) (seedWronskian a b 0) from
      ⟨hneg.le, by rw [h0]; exact hb.le⟩)
  have hx0 : x₀ ≠ 0 := by
    rintro rfl
    exact hb.ne' (h0.symm.trans hz)
  -- strict decrease on the half-line and parity leave no further zeros
  have hanti : StrictAntiOn (seedWronskian a b) (Ici 0) := by
    refine strictAntiOn_of_deriv_neg (convex_Ici 0) hcont.continuousOn fun x hx => ?_
    rw [interior_Ici] at hx
    rw [(hasDerivAt_seedWronskian a b x).deriv]
    exact mul_neg_of_neg_of_pos (by nlinarith)
      (mul_pos (Real.cosh_pos _) (Real.sinh_pos_iff.2 (mul_pos hb hx)))
  have heven : ∀ x, seedWronskian a b (-x) = seedWronskian a b x := fun x => by
    simp [seedWronskian_eq]
  refine ⟨x₀, lt_of_le_of_ne hx.1 hx0.symm, fun x => ⟨fun h => ?_, ?_⟩⟩
  · have habs : seedWronskian a b |x| = 0 := by
      rcases abs_choice x with h' | h' <;> rw [h']
      · exact h
      · rw [heven, h]
    exact eq_or_eq_neg_of_abs_eq
      (hanti.injOn (mem_Ici.2 (abs_nonneg x)) (mem_Ici.2 hx.1) (habs.trans hz.symm))
  · rintro (rfl | rfl)
    · exact hz
    · rw [heven, hz]

/-- For positive `a` and `b`, the Wronskian of `cosh (a x)` and `sinh (b x)` has no real zero
if and only if `a ≤ b`. -/
theorem seedWronskian_ne_zero_iff {a b : ℝ} (ha : 0 < a) (hb : 0 < b) :
    (∀ x, seedWronskian a b x ≠ 0) ↔ a ≤ b := by
  refine ⟨fun h => ?_, fun h x => (seedWronskian_pos ha h x).ne'⟩
  by_contra hab
  obtain ⟨x₀, -, hz⟩ := seedWronskian_two_zeros hb (not_le.1 hab)
  exact h x₀ ((hz x₀).2 (Or.inl rfl))

/-- For `0 < a ≤ b` the Darboux potential is continuous on the whole line. -/
theorem continuous_darbouxPotential {a b : ℝ} (ha : 0 < a) (hab : a ≤ b) :
    Continuous (darbouxPotential a b) := by
  have hW : ∀ x, seedWronskian a b x ≠ 0 := fun x => (seedWronskian_pos ha hab x).ne'
  have hcont : Continuous (seedWronskian a b) :=
    continuous_iff_continuousAt.2 fun y => (hasDerivAt_seedWronskian a b y).continuousAt
  rw [funext fun x => darbouxPotential_eq a b x (hW x)]
  exact Continuous.div (by fun_prop) (hcont.pow 2) fun x => pow_ne_zero 2 (hW x)

/-- For `0 < b < a` the Darboux potential tends to `+∞` at every zero of the Wronskian. -/
theorem darbouxPotential_singular {a b x₀ : ℝ} (hb : 0 < b) (hab : b < a)
    (hz : seedWronskian a b x₀ = 0) :
    Tendsto (darbouxPotential a b) (𝓝[≠] x₀) atTop := by
  have hd := hasDerivAt_seedWronskian a b x₀
  have hx0 : x₀ ≠ 0 := by
    rintro rfl
    simp [seedWronskian_eq] at hz
    exact hb.ne' hz
  have hsq : 0 < a ^ 2 - b ^ 2 := by nlinarith
  -- the zero is simple, hence isolated
  have hslope : (b ^ 2 - a ^ 2) * (Real.cosh (a * x₀) * Real.sinh (b * x₀)) ≠ 0 :=
    mul_ne_zero (by linarith) (mul_ne_zero (Real.cosh_pos _).ne'
      fun h => mul_ne_zero hb.ne' hx0 (Real.sinh_eq_zero.1 h))
  have hne : ∀ᶠ x in 𝓝[≠] x₀, seedWronskian a b x ≠ 0 := hd.eventually_ne hslope
  have hW2 : Tendsto (fun x => seedWronskian a b x ^ 2) (𝓝[≠] x₀) (𝓝[>] 0) := by
    refine tendsto_nhdsWithin_iff.2 ⟨?_, ?_⟩
    · have h := (hd.continuousAt.tendsto.pow 2).mono_left
        (nhdsWithin_le_nhds (s := {x₀}ᶜ))
      simpa [hz] using h
    · filter_upwards [hne] with x hx
      exact mem_Ioi.2 (by positivity)
  have hK : Continuous fun x : ℝ => 2 * (a ^ 2 - b ^ 2) *
      (b ^ 2 * Real.cosh (a * x) ^ 2 + a ^ 2 * Real.sinh (b * x) ^ 2) := by fun_prop
  have hKpos : 0 < 2 * (a ^ 2 - b ^ 2) *
      (b ^ 2 * Real.cosh (a * x₀) ^ 2 + a ^ 2 * Real.sinh (b * x₀) ^ 2) := by
    have hc := Real.cosh_pos (a * x₀)
    exact mul_pos (by linarith) (by positivity)
  -- a positive numerator over a square that tends to zero
  refine (Tendsto.pos_mul_atTop hKpos ((hK.tendsto x₀).mono_left nhdsWithin_le_nhds)
    (tendsto_inv_nhdsGT_zero.comp hW2)).congr' ?_
  filter_upwards [hne] with x hx
  rw [darbouxPotential_eq a b x hx, div_eq_mul_inv]
  rfl

end

end TwoSolitonSeeds
```

```lean
#print axioms TwoSolitonSeeds.seedWronskian_ne_zero_iff
#print axioms TwoSolitonSeeds.continuous_darbouxPotential
#print axioms TwoSolitonSeeds.darbouxPotential_singular
```

```
'TwoSolitonSeeds.seedWronskian_ne_zero_iff' depends on axioms: [propext, Classical.choice, Quot.sound]
'TwoSolitonSeeds.continuous_darbouxPotential' depends on axioms: [propext, Classical.choice, Quot.sound]
'TwoSolitonSeeds.darbouxPotential_singular' depends on axioms: [propext, Classical.choice, Quot.sound]
```

## What the Lean theorems say about the seeds and the potential

`wronskian` is defined for arbitrary real functions through `deriv`, and `seedWronskian a b` applies it to `evenSeed a` and `oddSeed b`, in that order. `darbouxPotential` is likewise built from two actual derivatives, so its closed form is a theorem and not a definition. Lean's `Real.log` depends only on the absolute value of a nonzero argument, which matches \(\log|W|\); its conventional value at zero plays no part in the limits, because `𝓝[≠] x₀` excludes the point \(x_0\).

The main statement, `seedWronskian_ne_zero_iff`, assumes \(a>0\) and \(b>0\) and equates the absence of real zeros with \(a\le b\). `seedWronskian_two_zeros` gives a positive \(x_0\) such that \(W(x)=0\) exactly for \(x=x_0\) or \(x=-x_0\), without a formula for \(x_0\). `continuous_darbouxPotential` covers \(0<a\le b\), and `darbouxPotential_singular` gives the limit \(+\infty\) at any zero when \(0<b<a\).

These are statements about exact real functions. The file contains no Hamiltonian or spectrum, does not derive the Darboux formula from a transformation of wave functions, and says nothing about rounding or discretisation error.

The proofs follow the calculation above:

- `hasDerivAt_evenSeed` and `hasDerivAt_oddSeed` differentiate the seeds. `seedWronskian_eq` and `hasDerivAt_seedWronskian` then give \(W\) and \(W'\).
- `darbouxPotential_eq` first shows that the derivative of the logarithm equals \(W'/W\) throughout a neighbourhood of \(x\), since equality at one point would not allow a second differentiation. The quotient rule follows, and `linear_combination` supplies the two uses of \(\cosh^2-\sinh^2=1\).
- `seedWronskian_pos` combines the two terms of the positive decomposition with `nlinarith`.
- `seedWronskian_two_zeros` constructs the negative point \(y\), applies the intermediate value theorem, and obtains uniqueness from `hanti` (strict decrease) and `heven` (parity), passing through \(|x|\).
- `seedWronskian_ne_zero_iff` takes one direction from positivity and the other from the existence of a zero when \(b<a\).
- `continuous_darbouxPotential` replaces the potential by its closed form everywhere and applies continuity of quotients.
- `darbouxPotential_singular` uses the nonzero slope `hslope` to isolate the zero. It then multiplies a numerator with a positive limit by the inverse of \(W^2\), which tends to \(+\infty\).
